# Eigenmodes of a reversible Markov chain that overlap a mean-zero observable obey the mean-zero spectral bound

The theorem `abs_eigenvalue_le` concerns a real matrix `P` on a finite set of states, with unit row sums and in detailed balance with positive weights `π`, which need not sum to one; the entries of `P` are not required to be nonnegative. Suppose `L` bounds |μ| for every real eigenvalue μ of `P` that has a nonzero real eigenfunction of zero `π`-weighted sum. Then the same bound holds for the eigenvalue of any real mode `φ`, itself not necessarily of zero mean, whose `π`-weighted overlap ∑ π φ f with some mean-zero observable `f` is nonzero. The proof subtracts from `φ` its normalised mean c = ∑ π φ / ∑ π, and shows that the remainder is a nonzero mean-zero eigenfunction with the same eigenvalue. This needs μc = c, which the attempt draws from the auxiliary claim `hs`, that μ ∑ π φ = ∑ π φ.

This version doesn't compile in Lean 4 with Mathlib:

```lean
import Mathlib

open Matrix Finset

namespace AbsEigenvalueLe

variable {n : Type*} [Fintype n]

/-- The matrix `P` has unit row sums and is in detailed balance with the positive
weights `π`. -/
structure IsReversible (π : n → ℝ) (P : Matrix n n ℝ) : Prop where
  pos : ∀ i, 0 < π i
  row_sum : ∀ i, ∑ j, P i j = 1
  balance : ∀ i j, π i * P i j = π j * P j i

/-- Every real eigenvalue of `P` that has a nonzero real eigenfunction of zero `π`-mean is at most
`L` in modulus. -/
def MeanZeroSpectrumBound (π : n → ℝ) (P : Matrix n n ℝ) (L : ℝ) : Prop :=
  ∀ (μ : ℝ) (φ : n → ℝ), φ ≠ 0 → ∑ i, π i * φ i = 0 → P *ᵥ φ = μ • φ → |μ| ≤ L

/-- One step of a reversible chain preserves the `π`-weighted sum of any observable. -/
theorem sum_step {π : n → ℝ} {P : Matrix n n ℝ} (h : IsReversible π P) (φ : n → ℝ) :
    ∑ i, π i * (P *ᵥ φ) i = ∑ i, π i * φ i := by
  simp only [Matrix.mulVec, dotProduct, Finset.mul_sum]
  rw [Finset.sum_comm]
  refine Finset.sum_congr rfl fun j _ => ?_
  calc ∑ i, π i * (P i j * φ j) = ∑ i, (π j * φ j) * P j i :=
        Finset.sum_congr rfl fun i _ => by linear_combination φ j * h.balance i j
    _ = π j * φ j := by rw [← Finset.mul_sum, h.row_sum, mul_one]

/-- If `L` bounds the mean-zero spectrum of a reversible `P`, an eigenmode that overlaps with
a mean-zero observable has an eigenvalue of modulus at most `L`. -/
theorem abs_eigenvalue_le {π : n → ℝ} {P : Matrix n n ℝ} {L μ : ℝ} {f φ : n → ℝ}
    (h : IsReversible π P) (hb : MeanZeroSpectrumBound π P L)
    (hf : ∑ i, π i * f i = 0) (hφ : P *ᵥ φ = μ • φ)
    (hne : ∑ i, π i * φ i * f i ≠ 0) : |μ| ≤ L := by
  rcases isEmpty_or_nonempty n with hn | hn
  · exact absurd (by simp) hne
  have hπ : 0 < ∑ i, π i := Finset.sum_pos (fun i _ => h.pos i) Finset.univ_nonempty
  obtain ⟨c, hc⟩ : ∃ c : ℝ, c * ∑ i, π i = ∑ i, π i * φ i :=
    ⟨(∑ i, π i * φ i) / ∑ i, π i, div_mul_cancel₀ _ hπ.ne'⟩
  -- stationarity: the mean `c` of the mode satisfies `μ c = c`
  have hs : μ * ∑ i, π i * φ i = ∑ i, π i * φ i := by
    rw [← sum_step h φ, hφ, sum_step h φ |>.symm, hφ, Finset.mul_sum] <;> skip
    have e := sum_step h φ
    rw [hφ] at e
    simp only [Pi.smul_apply, smul_eq_mul] at e ⊢
    rw [← Finset.mul_sum, e, Finset.mul_sum]
    exact Finset.sum_congr rfl fun i _ => by ring
  have hμ : μ * c = c := mul_right_cancel₀ hπ.ne' (by linear_combination hs + (μ - 1) * hc)
  -- hence the mean-zero part of the mode is an eigenfunction too
  refine hb μ (fun i => φ i - c) (fun hz => hne ?_) ?_ ?_
  · calc ∑ i, π i * φ i * f i = ∑ i, c * (π i * f i) :=
          Finset.sum_congr rfl fun i _ => by
            have hi : φ i - c = 0 := congrFun hz i
            linear_combination π i * f i * hi
      _ = 0 := by rw [← Finset.mul_sum, hf, mul_zero]
  · simp only [mul_sub, Finset.sum_sub_distrib]
    rw [← Finset.sum_mul, ← hc]
    ring
  · funext i
    have hi := congrFun hφ i
    simp only [Matrix.mulVec, dotProduct, Pi.smul_apply, smul_eq_mul] at hi ⊢
    simp only [mul_sub, Finset.sum_sub_distrib]
    rw [← Finset.sum_mul, h.row_sum, hi]
    linear_combination hμ

end AbsEigenvalueLe
```

Lean reports:

```
Main.lean:44:28: error: Tactic `rewrite` failed: Did not find an occurrence of the pattern
  ∑ i, π i * φ i
in the target expression
  μ * ∑ i, π i * (μ • φ) i = ∑ i, π i * (μ • φ) i

n : Type u_1
inst✝ : Fintype n
π : n → ℝ
P : Matrix n n ℝ
L μ : ℝ
f φ : n → ℝ
h : IsReversible π P
hb : MeanZeroSpectrumBound π P L
hf : ∑ i, π i * f i = 0
hφ : P *ᵥ φ = μ • φ
hne : ∑ i, π i * φ i * f i ≠ 0
hn : Nonempty n
hπ : 0 < ∑ i, π i
c : ℝ
hc : c * ∑ i, π i = ∑ i, π i * φ i
⊢ μ * ∑ i, π i * (μ • φ) i = ∑ i, π i * (μ • φ) i
```

What went wrong. The error lies in the proof of `hs`. The first rewrite, `← sum_step h φ`, replaces `∑ i, π i * φ i` on both sides of the goal, not just on the right, by the sum containing `P *ᵥ φ`. Then `hφ` turns `P *ᵥ φ` into `μ • φ`, again on both sides. The third rewrite, by the reversed `sum_step h φ`, looks for `∑ i, π i * φ i`, but both sums now contain `μ • φ`, so there is no occurrence left and `rw` fails.

The repair uses `calc` to apply `sum_step` to one side only. Its first step equates `μ * ∑ i, π i * φ i` with `∑ i, π i * (P *ᵥ φ) i`: here `hφ` changes only the right side, `Finset.mul_sum` takes `μ` inside the left sum, and the terms are matched by unfolding the scalar multiplication with `simp only` and closing with `ring`. The second step is `sum_step h φ` exactly as stated, so no rewriting is needed there.

The repair, with which the file compiles:

```diff
@@ -42,10 +42,10 @@
   -- stationarity: the mean `c` of the mode satisfies `μ c = c`
   have hs : μ * ∑ i, π i * φ i = ∑ i, π i * φ i := by
-    rw [← sum_step h φ, hφ, sum_step h φ |>.symm, hφ, Finset.mul_sum] <;> skip
-    have e := sum_step h φ
-    rw [hφ] at e
-    simp only [Pi.smul_apply, smul_eq_mul] at e ⊢
-    rw [← Finset.mul_sum, e, Finset.mul_sum]
-    exact Finset.sum_congr rfl fun i _ => by ring
+    calc μ * ∑ i, π i * φ i = ∑ i, π i * (P *ᵥ φ) i := by
+          rw [hφ, Finset.mul_sum]
+          exact Finset.sum_congr rfl fun i _ => by
+            simp only [Pi.smul_apply, smul_eq_mul]
+            ring
+      _ = ∑ i, π i * φ i := sum_step h φ
   have hμ : μ * c = c := mul_right_cancel₀ hπ.ne' (by linear_combination hs + (μ - 1) * hc)
   -- hence the mean-zero part of the mode is an eigenfunction too
```
